# At crossover, the Gaussian instanton rate over all energies is twice the rate cut off at the barrier top

## What the full Gaussian counts above the barrier

Just below the crossover temperature, steepest descent typically makes the tunnelling rate too large. The method replaces an integral over tunnelling energies by a complete Gaussian, including the part above the top of the barrier, where the exponential tunnelling probability no longer applies. When the centre of the Gaussian reaches the barrier top, half of its area lies above the top. With the exponent expanded to second order, the result is then twice the integral that stops at the top.

In one dimension the tunnelling contribution to the thermal rate has, up to a prefactor, the form

\[
\int e^{-W(E)/\hbar-\beta E}\,dE .
\]

Here \(E\) is the energy, \(\beta=1/(k_{\rm B}T)\) the inverse temperature, and \(W(E)=\oint p\,dx\) the abbreviated action, with \(p\) the momentum, of the periodic orbit in the inverted potential that turns back where the original potential equals \(E\). Since \(W'(E)=-\tau(E)\), where \(\tau\) is the period of that orbit, the exponent is stationary at the saddle energy \(E_0\) with \(\tau(E_0)=\beta\hbar\). The orbit at this energy is the instanton. "Saddle" here means the stationary point of the energy integral, not the transition state on the potential surface, which is the barrier top.

Write \(\Phi=W(E_0)/\hbar+\beta E_0\) and \(a=W''(E_0)/\hbar=-\tau'(E_0)/\hbar\). To second order the integrand is

\[
e^{-\Phi-a(E-E_0)^2/2}.
\]

The condition \(a>0\) says that, near \(E_0\), the orbit's period becomes shorter as its energy rises. If the period keeps decreasing in this way all the way up to the barrier top \(V\), heating the system moves \(E_0\) upwards, and at crossover it meets \(V\). A purely parabolic barrier has a constant period, hence \(a=0\), and is excluded.

## Two rates and the factor between them

Two rates are compared, with a common energy-independent prefactor left out:

\[
k_{\rm tr}=\int_{-\infty}^{V}e^{-\Phi-a(E-E_0)^2/2}\,dE,
\qquad
k_{\rm un}=\int_{-\infty}^{\infty}e^{-\Phi-a(E-E_0)^2/2}\,dE .
\]

In Lean these are `truncatedRate Φ a E₀ V` and `untruncatedRate Φ a E₀`, and their common integrand is `rateIntegrand`. The Gaussian weight \(w(y)=e^{-ay^2/2}\) of an energy displacement \(y\) is `weight a y`. The truncation factor

\[
R(d)=\frac{\int_{-\infty}^{d}w(y)\,dy}{\sqrt{2\pi/a}}
\]

is `truncationFactor a d`. Its argument \(d=V-E_0\) is the depth of the saddle below the barrier top, so \(d\) is positive below the crossover temperature. The set `Iic V` is the half-line of energies up to and including \(V\).

For every \(a>0\), and all real \(\Phi\), \(E_0\) and \(V\), the theorems state the following:

- The rates obey \(k_{\rm tr}=R(V-E_0)\,k_{\rm un}\), with \(k_{\rm un}=e^{-\Phi}\sqrt{2\pi/a}\).
- \(R\) is strictly increasing, \(R(d)+R(-d)=1\), and \(R(0)=1/2\).
- For \(d\ge 0\), \(1-R(d)\le \tfrac12e^{-ad^2/2}\), and \(R(d)\to1\) as \(d\to\infty\).
- \(k_{\rm un}=2k_{\rm tr}\) if and only if \(V=E_0\).

In the code \(\Phi\), \(a\), \(E_0\) and \(V\) are independent real numbers. The action, the orbit and the temperature do not appear, so crossover is expressed by the equation \(V=E_0\). The quadratic exponent is assumed, and the error of the expansion is not estimated. Both integrals also run down to \(-\infty\), whereas a real reactant has a lowest energy.

The cut-off integral is the reference in this comparison, but it is not the complete rate: passage over the barrier has to be added to it. For instanton calculations in which the exponent is well described by a quadratic in a single energy variable, \(R(V-E_0)\) tells how much of the steepest-descent rate comes from energies below the barrier top.

## Factorising the rate

First, the normalisation. Squaring the full integral and using polar coordinates gives

\[
\left(\int_{-\infty}^{\infty}e^{-ay^2/2}\,dy\right)^2
=2\pi\int_0^\infty e^{-ar^2/2}\,r\,dr=\frac{2\pi}{a},
\]

so the integral itself is \(\sqrt{2\pi/a}\). The rate integrand is \(e^{-\Phi}w(E-E_0)\). With \(y=E-E_0\), the upper limit \(V\) becomes \(V-E_0\), and

\[
k_{\rm tr}=e^{-\Phi}\int_{-\infty}^{V-E_0}w(y)\,dy
=e^{-\Phi}\sqrt{\frac{2\pi}{a}}\;R(V-E_0)=R(V-E_0)\,k_{\rm un}.
\]

## Monotonicity and reflection

For \(d<e\),

\[
R(e)-R(d)=\frac{1}{\sqrt{2\pi/a}}\int_d^e w(y)\,dy>0,
\]

because the integrand is positive. Hence \(R\) is strictly increasing.

Since \(w\) is even, the substitution \(y\to-y\) gives

\[
\int_{-\infty}^{-d}w(y)\,dy=\int_d^\infty w(y)\,dy .
\]

Adding \(\int_{-\infty}^{d}w(y)\,dy\) to both sides produces the full integral on the right. Division by \(\sqrt{2\pi/a}\) gives \(R(d)+R(-d)=1\), and \(d=0\) gives \(R(0)=1/2\).

## A bound on the correction below crossover

Let \(d\ge0\). By reflection \(1-R(d)=R(-d)\), which is a lower tail. Put \(y=z-d\) with \(z\le0\). Then

\[
w(z-d)=e^{-az^2/2}\,e^{-ad^2/2}\,e^{azd}\le w(d)\,w(z),
\]

because \(azd\le0\). Integration over \(z\le0\) and division by \(\sqrt{2\pi/a}\) give

\[
1-R(d)=R(-d)\le w(d)\,R(0)=\tfrac12e^{-ad^2/2}.
\]

At \(d=0\) both sides equal \(1/2\), so the bound is sharp at crossover. For large \(d\) its right-hand side vanishes. Since \(R(-d)\ge0\) also gives \(R(d)\le1\), the factor is squeezed to one. With \(a\) held fixed, the effect of the cutoff therefore vanishes as the saddle moves ever further below the top.

## When the ratio is exactly two

Suppose \(k_{\rm un}=2k_{\rm tr}\). The factorisation turns this into \(k_{\rm un}=2R(V-E_0)\,k_{\rm un}\). Since \(k_{\rm un}>0\), it follows that \(R(V-E_0)=1/2=R(0)\). A strictly increasing function takes each value at most once, so \(V-E_0=0\). Conversely, if \(V=E_0\), then \(k_{\rm tr}=R(0)\,k_{\rm un}=k_{\rm un}/2\).

## A saddle 10 kJ/mol from the top

Take \(a=0.04\ (\mathrm{kJ/mol})^{-2}\), which corresponds to a Gaussian width \(1/\sqrt a=5\) kJ/mol, and let the saddle lie \(d=10\) kJ/mol below the top. Then \(ad^2/2=0.04\cdot100/2=2\), and

\[
1-R(10)\le\tfrac12e^{-2}\approx0.068 .
\]

So \(R(10)\ge0.932\), and the untruncated rate exceeds the truncated one by at most about 7.3 per cent. The bound is generous: the depth is two Gaussian widths, for which the normal distribution gives \(1-R(10)\approx0.023\), an excess of about 2.3 per cent. With the saddle at the top the excess is 100 per cent. Above the top there is no tunnelling orbit, but if the formula is continued to a saddle 10 kJ/mol above it, reflection gives \(R(-10)=1-R(10)\approx0.023\), and the untruncated rate is about 44 times the truncated one.

## The rates and the truncation factor in Lean

```lean
import Mathlib

open MeasureTheory Set Filter Topology

namespace InstantonCrossover

noncomputable section

/-- Gaussian weight of an energy displacement `y` from the saddle, with curvature `a`. -/
def weight (a y : ℝ) : ℝ := Real.exp (-(a / 2) * y ^ 2)

/-- The truncation factor `R(d)` for curvature `a > 0`: the Gaussian integral over `y ≤ d`
divided by `√(2π/a)`. -/
def truncationFactor (a d : ℝ) : ℝ :=
  (∫ y in Iic d, weight a y) / Real.sqrt (2 * Real.pi / a)

/-- The rate integrand at energy `E`, with its exponent expanded to second order about the
saddle energy `E₀`, where the exponent is `-Φ`. -/
def rateIntegrand (Φ a E₀ E : ℝ) : ℝ := Real.exp (-(Φ + a / 2 * (E - E₀) ^ 2))

/-- The instanton rate, up to a constant prefactor, with energies cut off at the barrier
top `V`. -/
def truncatedRate (Φ a E₀ V : ℝ) : ℝ := ∫ E in Iic V, rateIntegrand Φ a E₀ E

/-- The instanton rate, up to the same prefactor, with the integral taken over all energies. -/
def untruncatedRate (Φ a E₀ : ℝ) : ℝ := ∫ E, rateIntegrand Φ a E₀ E

lemma weight_integrable {a : ℝ} (ha : 0 < a) : Integrable (weight a) :=
  integrable_exp_neg_mul_sq (half_pos ha)

/-- For `a > 0` the Gaussian weight integrates to `√(2π/a)` over all displacements. -/
theorem integral_weight {a : ℝ} (ha : 0 < a) :
    ∫ y, weight a y = Real.sqrt (2 * Real.pi / a) := by
  have h : Real.pi / (a / 2) = 2 * Real.pi / a := by field_simp
  rw [← h]
  exact integral_gaussian (a / 2)

/-- Measuring energies from `s` moves the upper cutoff from `V` to `V - s`. -/
lemma integral_shift (f : ℝ → ℝ) (V s : ℝ) :
    ∫ E in Iic V, f (E - s) = ∫ y in Iic (V - s), f y := by
  have h := integral_sub_right_eq_self (μ := volume) ((Iic (V - s)).indicator f) s
  rw [integral_indicator measurableSet_Iic] at h
  rw [← h, ← integral_indicator measurableSet_Iic]
  congr 1
  ext x
  simp [Set.indicator]

lemma rateIntegrand_eq (Φ a E₀ E : ℝ) :
    rateIntegrand Φ a E₀ E = Real.exp (-Φ) * weight a (E - E₀) := by
  unfold rateIntegrand weight
  rw [← Real.exp_add]
  congr 1
  ring

/-- For `a > 0` the untruncated rate is the steepest-descent value `exp(-Φ) √(2π/a)`. -/
theorem untruncatedRate_eq {a : ℝ} (ha : 0 < a) (Φ E₀ : ℝ) :
    untruncatedRate Φ a E₀ = Real.exp (-Φ) * Real.sqrt (2 * Real.pi / a) := by
  unfold untruncatedRate
  simp only [rateIntegrand_eq]
  rw [integral_const_mul, integral_sub_right_eq_self (weight a) E₀, integral_weight ha]

/-- For `a > 0`, cutting the energy integral off at the barrier top `V` multiplies the
untruncated rate by `R(V - E₀)`. -/
theorem truncatedRate_eq {a : ℝ} (ha : 0 < a) (Φ E₀ V : ℝ) :
    truncatedRate Φ a E₀ V = truncationFactor a (V - E₀) * untruncatedRate Φ a E₀ := by
  have hs : 0 < Real.sqrt (2 * Real.pi / a) := Real.sqrt_pos.mpr (by positivity)
  rw [untruncatedRate_eq ha]
  unfold truncatedRate truncationFactor
  simp only [rateIntegrand_eq]
  rw [integral_const_mul, integral_shift (weight a) V E₀]
  field_simp

/-- For `a > 0` the truncation factor is strictly increasing in `d`. -/
theorem truncationFactor_strictMono {a : ℝ} (ha : 0 < a) :
    StrictMono (truncationFactor a) := by
  intro d e hde
  have hi := weight_integrable ha
  -- the two integrals differ by the positive contribution of energies between `d` and `e`
  have h1 := intervalIntegral.integral_Iic_sub_Iic
    (hi.integrableOn (s := Iic d)) (hi.integrableOn (s := Iic e))
  have h2 : 0 < ∫ y in d..e, weight a y :=
    intervalIntegral.intervalIntegral_pos_of_pos hi.intervalIntegrable
      (fun y => Real.exp_pos _) hde
  exact div_lt_div_of_pos_right (by linarith) (Real.sqrt_pos.mpr (by positivity))

/-- For `a > 0` the truncation factors at `d` and `-d` add up to one. -/
theorem truncationFactor_add_neg {a : ℝ} (ha : 0 < a) (d : ℝ) :
    truncationFactor a d + truncationFactor a (-d) = 1 := by
  have hs : 0 < Real.sqrt (2 * Real.pi / a) := Real.sqrt_pos.mpr (by positivity)
  -- reflection turns the lower tail into the upper tail
  have h1 : ∫ y in Iic (-d), weight a y = ∫ y in Ioi d, weight a y := by
    have h := integral_comp_neg_Iic (-d) (weight a)
    have he : ∀ y, weight a (-y) = weight a y := fun y => by simp only [weight, neg_sq]
    simp only [he, neg_neg] at h
    exact h
  have h2 := integral_add_compl (measurableSet_Iic (a := d)) (weight_integrable ha)
  rw [compl_Iic, integral_weight ha] at h2
  unfold truncationFactor
  rw [h1, ← add_div, h2, div_self hs.ne']

/-- For `a > 0` the truncation factor is one half when the saddle lies at the barrier top. -/
theorem truncationFactor_zero {a : ℝ} (ha : 0 < a) : truncationFactor a 0 = 1 / 2 := by
  have h := truncationFactor_add_neg ha 0
  rw [neg_zero] at h
  linarith

/-- For `a > 0` and a saddle at depth `d ≥ 0` below the barrier top, the truncation factor
falls short of one by at most `exp(-a d²/2)/2`. -/
theorem one_sub_truncationFactor_le {a d : ℝ} (ha : 0 < a) (hd : 0 ≤ d) :
    1 - truncationFactor a d ≤ weight a d / 2 := by
  have hi := weight_integrable ha
  -- shift the tail to the origin and compare the integrands there
  have h1 : ∫ y in Iic (-d), weight a y ≤ weight a d * ∫ y in Iic 0, weight a y := by
    rw [← zero_sub d, ← integral_shift (weight a) 0 d, ← integral_const_mul]
    refine setIntegral_mono_on (hi.comp_sub_right d).integrableOn
      (hi.const_mul _).integrableOn measurableSet_Iic ?_
    intro z hz
    have hz' : 0 ≤ -z := neg_nonneg.mpr hz
    unfold weight
    rw [← Real.exp_add, Real.exp_le_exp]
    nlinarith [mul_nonneg ha.le (mul_nonneg hd hz')]
  have h2 : truncationFactor a (-d) ≤ weight a d * truncationFactor a 0 := by
    unfold truncationFactor
    rw [← mul_div_assoc]
    exact div_le_div_of_nonneg_right h1 (Real.sqrt_nonneg _)
  rw [truncationFactor_zero ha] at h2
  linarith [truncationFactor_add_neg ha d]

/-- For `a > 0` the truncation factor tends to one as `d → ∞`. -/
theorem truncationFactor_tendsto {a : ℝ} (ha : 0 < a) :
    Tendsto (truncationFactor a) atTop (𝓝 1) := by
  have hw : Tendsto (weight a) atTop (𝓝 0) :=
    Real.tendsto_exp_atBot.comp
      ((tendsto_pow_atTop two_ne_zero).const_mul_atTop_of_neg (by linarith))
  have hl : Tendsto (fun d => 1 - weight a d / 2) atTop (𝓝 1) := by
    simpa using (hw.div_const 2).const_sub 1
  refine tendsto_of_tendsto_of_tendsto_of_le_of_le' hl tendsto_const_nhds ?_ ?_
  · filter_upwards [eventually_ge_atTop 0] with d hd
    linarith [one_sub_truncationFactor_le ha hd]
  · refine Eventually.of_forall fun d => ?_
    have h : 0 ≤ truncationFactor a (-d) :=
      div_nonneg (integral_nonneg fun y => (Real.exp_pos _).le) (Real.sqrt_nonneg _)
    linarith [truncationFactor_add_neg ha d]

/-- For `a > 0` the untruncated instanton rate is twice the truncated one exactly when the
barrier top `V` coincides with the saddle energy `E₀`. -/
theorem untruncated_eq_two_mul_truncated_iff {a : ℝ} (ha : 0 < a) (Φ E₀ V : ℝ) :
    untruncatedRate Φ a E₀ = 2 * truncatedRate Φ a E₀ V ↔ V = E₀ := by
  have hU : 0 < untruncatedRate Φ a E₀ := by
    rw [untruncatedRate_eq ha]
    exact mul_pos (Real.exp_pos _) (Real.sqrt_pos.mpr (by positivity))
  rw [truncatedRate_eq ha]
  constructor
  · intro h
    have hR : truncationFactor a (V - E₀) = 1 / 2 :=
      mul_right_cancel₀ hU.ne' (by linarith)
    -- strict monotonicity leaves only one cutoff with factor one half
    have h0 := (truncationFactor_strictMono ha).injective
      (hR.trans (truncationFactor_zero ha).symm)
    linarith
  · intro h
    rw [h, sub_self, truncationFactor_zero ha]
    ring

end

end InstantonCrossover
```

```lean
#print axioms InstantonCrossover.truncatedRate_eq
#print axioms InstantonCrossover.truncationFactor_tendsto
#print axioms InstantonCrossover.untruncated_eq_two_mul_truncated_iff
```

```
'InstantonCrossover.truncatedRate_eq' depends on axioms: [propext, Classical.choice, Quot.sound]
'InstantonCrossover.truncationFactor_tendsto' depends on axioms: [propext, Classical.choice, Quot.sound]
'InstantonCrossover.untruncated_eq_two_mul_truncated_iff' depends on axioms: [propext, Classical.choice, Quot.sound]
```

## From the integral lemmas to the factorisation

`weight_integrable` records that the Gaussian is integrable for \(a>0\). `integral_weight` evaluates its full integral with Mathlib's `integral_gaussian`, which takes the place of the calculation in polar coordinates. Mathlib's formula is for \(e^{-by^2}\), so it is used with \(b=a/2\).

`integral_shift` is the change of variable on a half-line. Mathlib has the translation rule for integrals over the whole line, so the proof applies that rule to the function which equals `f` up to the cutoff and zero beyond it. Translating this function moves the cutoff from `V - s` to `V`.

`rateIntegrand_eq` splits off \(e^{-\Phi}\) by the addition rule for exponentials. `untruncatedRate_eq` takes this constant out of the integral, translates by \(E_0\) and inserts the Gaussian value. `truncatedRate_eq` does the same with `integral_shift`, after which `field_simp` cancels the positive square root.

## From the shape of R to the equivalence

In `truncationFactor_strictMono`, `h1` writes the difference of two half-line integrals as an integral from `d` to `e`, and `h2` says that this integral is positive. Division by the positive normalisation preserves the inequality.

In `truncationFactor_add_neg`, `h1` is the reflection of the lower tail into the upper one. `h2` splits the line at `d` and sets the sum of the two parts equal to \(\sqrt{2\pi/a}\). `truncationFactor_zero` is the case \(d=0\).

`one_sub_truncationFactor_le` uses `integral_shift` again, now with cutoff zero and shift `d`, to bring the tail to the origin. `setIntegral_mono_on` reduces the comparison of integrals to a comparison of integrands at each `z ≤ 0`. Once the exponentials are combined, an inequality between exponents is left, and `nlinarith` closes it from \(a\,d\,(-z)\ge0\). This is the sign of the cross term in the derivation above. `h2` then divides by the normalisation, and \(R(0)=1/2\) supplies the factor one half.

`truncationFactor_tendsto` carries out the squeeze. Its lower bound is needed only for `d ≥ 0`, which is enough for a limit at infinity, and its upper bound comes from reflection and the non-negativity of \(R(-d)\).

The last theorem, `untruncated_eq_two_mul_truncated_iff`, begins with `hU`, the positivity of the untruncated rate, and replaces the truncated rate by its factorised form. In the forward direction `mul_right_cancel₀` cancels the rate to leave \(R(V-E_0)=1/2\), and the injectivity that follows from strict monotonicity gives `V = E₀`. In the reverse direction the saddle is placed at the barrier top and the value \(R(0)=1/2\) is inserted.
